# The Pauli bound on diagonal occupations of an antisymmetric wavefunction

## Question

Put two fermions in two orthonormal spin-orbitals, 0 and 1, called orbitals from here on. Antisymmetry forces $\psi(0,0)=\psi(1,1)=0$ and $\psi(1,0)=-\psi(0,1)$, so normalisation gives $|\psi(0,1)|^2=|\psi(1,0)|^2=\tfrac12$. The first particle is in orbital 0 with probability $\tfrac12$, and twice that is 1. The occupation cannot reach 2 because the tuple $(0,0)$ has no amplitude.

For $N\ge 1$ particles in a finite set of orthonormal spin-orbitals, the claim is that a normalised antisymmetric $\psi$ satisfies

$$N\sum_{x:\,x_1=i}|\psi(x)|^2\le 1$$

for every orbital $i$. How can this be stated and proved in Lean 4 with Mathlib?

## Answer

### Modelling choices

Let `ι` be the finite set of orbitals, to be read as orthonormal spin-orbitals. A configuration is a function `x : Fin N → ι`, which gives each particle label its orbital, and the wavefunction `ψ` assigns a complex amplitude to each configuration. Labels start at 0 in Lean, so the $x_1$ of the question is `x 0`.

- `Antisymmetric ψ` says that $\psi(x\circ\sigma)=\operatorname{sign}(\sigma)\,\psi(x)$ for every permutation $\sigma$ of the labels.
- `Normalised ψ` says that $\sum_x|\psi(x)|^2=1$, where the sum runs over all ordered tuples.
- `weight ψ p i` is the sum $w_p(i)$ of $|\psi(x)|^2$ over the tuples with $x_p=i$. For a normalised $\psi$ it is the probability that particle $p$ is in orbital $i$, and the docstrings that speak of probabilities take $\psi$ to be normalised.
- `occupation ψ p i` is $n_i=N\,w_p(i)$.

The theorem `pauli_bound` states that, under the first two conditions, `occupation ψ p i ≤ 1` for every label `p` and orbital `i`. The existence of a label `p` already implies $N\ge1$. For $N=1$ antisymmetry imposes nothing, and the bound reads $|\psi(i)|^2\le1$.

### Derivation by hand

**Exclusion.** Here and in the steps below, $\psi$ is antisymmetric and normalised. Let $\tau$ exchange two different labels $p$ and $q$. Then $\psi(x\circ\tau)=-\psi(x)$. If $x_p=x_q$, the exchange leaves $x$ unchanged, so $\psi(x)=-\psi(x)$ and hence $\psi(x)=0$.

**Equal weights.** The map $x\mapsto y=x\circ\tau$ is a bijection of tuples with $y_q=x_p$ and $|\psi(y)|=|\psi(x)|$. Therefore

$$w_p(i)=\sum_{x:\,x_p=i}|\psi(x)|^2=\sum_{y:\,y_q=i}|\psi(y)|^2=w_q(i).$$

**Counting.** Since all $N$ weights agree,

$$n_i=\sum_q w_q(i)=\sum_x|\psi(x)|^2\;\#\{q: x_q=i\}.$$

The count is 0 if $i$ is absent from $x$ and 1 if it appears once. If it is larger, exclusion gives $\psi(x)=0$. Hence

$$n_i=\sum_{x\text{ containing }i}|\psi(x)|^2\le\sum_x|\psi(x)|^2=1.$$

**Equality.** The difference $1-n_i$ is the sum of $|\psi(x)|^2$ over tuples that do not contain $i$. Its terms are nonnegative, so it vanishes exactly when every tuple with nonzero amplitude contains $i$.

**Particle number.** Each tuple has exactly one orbital at position $p$, so $\sum_i n_i=N\sum_x|\psi(x)|^2=N$. As each $n_i\le1$, there must be at least $N$ orbitals.

### The Lean file

```lean
import Mathlib

open Finset

namespace PauliOccupationBound

noncomputable section

variable {N : ℕ} {ι : Type*} [Fintype ι] [DecidableEq ι]

/-- A wavefunction on orbital tuples is antisymmetric if permuting the particles
multiplies it by the sign of the permutation. -/
def Antisymmetric (ψ : (Fin N → ι) → ℂ) : Prop :=
  ∀ (σ : Equiv.Perm (Fin N)) (x : Fin N → ι),
    ψ (x ∘ σ) = ((Equiv.Perm.sign σ : ℤ) : ℂ) * ψ x

/-- The total probability of all orbital tuples is one. -/
def Normalised (ψ : (Fin N → ι) → ℂ) : Prop := ∑ x, ‖ψ x‖ ^ 2 = 1

/-- The probability that particle `p` is found in orbital `i`. -/
def weight (ψ : (Fin N → ι) → ℂ) (p : Fin N) (i : ι) : ℝ :=
  ∑ x, if x p = i then ‖ψ x‖ ^ 2 else 0

/-- The occupation of orbital `i`: the number of particles times the probability
that particle `p` is found there. -/
def occupation (ψ : (Fin N → ι) → ℂ) (p : Fin N) (i : ι) : ℝ := N * weight ψ p i

omit [Fintype ι] [DecidableEq ι] in
/-- Exchanging two different particles flips the sign of the wavefunction. -/
theorem exchange_sign {ψ : (Fin N → ι) → ℂ} (h : Antisymmetric ψ) {p q : Fin N}
    (hpq : p ≠ q) (x : Fin N → ι) : ψ (x ∘ Equiv.swap p q) = -ψ x := by
  rw [h, Equiv.Perm.sign_swap hpq]
  simp

omit [Fintype ι] [DecidableEq ι] in
/-- Pauli exclusion: the amplitude vanishes when two particles share an orbital. -/
theorem exclusion {ψ : (Fin N → ι) → ℂ} (h : Antisymmetric ψ) {p q : Fin N}
    (hpq : p ≠ q) {x : Fin N → ι} (hx : x p = x q) : ψ x = 0 := by
  have hs : x ∘ Equiv.swap p q = x := by
    funext k
    simp only [Function.comp_apply, Equiv.swap_apply_def]
    split_ifs with h1 h2
    · rw [h1, hx]
    · rw [h2, hx]
    · rfl
  have h2 := exchange_sign h hpq x
  rw [hs] at h2
  linear_combination (1 / 2 : ℂ) * h2

/-- Every particle has the same probability of being found in orbital `i`. -/
theorem weight_indistinguishable {ψ : (Fin N → ι) → ℂ} (h : Antisymmetric ψ)
    (p q : Fin N) (i : ι) : weight ψ p i = weight ψ q i := by
  by_cases hpq : p = q
  · rw [hpq]
  -- relabel the tuples by the exchange of p and q
  let e : (Fin N → ι) ≃ (Fin N → ι) :=
    { toFun := fun x => x ∘ Equiv.swap p q
      invFun := fun x => x ∘ Equiv.swap p q
      left_inv := fun x => by funext k; simp
      right_inv := fun x => by funext k; simp }
  unfold weight
  refine Fintype.sum_equiv e _ _ (fun x => ?_)
  have h1 : e x = x ∘ Equiv.swap p q := rfl
  have h2 : (x ∘ Equiv.swap p q) q = x p := by simp
  rw [h1, h2, exchange_sign h hpq, norm_neg]

/-- For an antisymmetric wavefunction the occupation of orbital `i` is the
probability that some particle is found in it. -/
theorem occupation_eq_probability {ψ : (Fin N → ι) → ℂ} (h : Antisymmetric ψ)
    (p : Fin N) (i : ι) :
    occupation ψ p i = ∑ x, if ∃ k, x k = i then ‖ψ x‖ ^ 2 else 0 := by
  have h1 : occupation ψ p i = ∑ q, weight ψ q i := by
    rw [Finset.sum_congr rfl (fun q _ => weight_indistinguishable h q p i)]
    simp [occupation]
  rw [h1]
  unfold weight
  rw [Finset.sum_comm]
  refine Finset.sum_congr rfl (fun x _ => ?_)
  by_cases hx : ∃ k, x k = i
  · rw [if_pos hx]
    obtain ⟨k, hk⟩ := hx
    -- any second particle in orbital i would make the amplitude vanish
    rw [Finset.sum_eq_single k]
    · rw [if_pos hk]
    · intro q _ hq
      by_cases hqi : x q = i
      · rw [if_pos hqi, exclusion h hq (hqi.trans hk.symm)]
        simp
      · rw [if_neg hqi]
    · intro hk'
      exact absurd (Finset.mem_univ k) hk'
  · rw [if_neg hx]
    exact Finset.sum_eq_zero (fun q _ => if_neg (fun hq => hx ⟨q, hq⟩))

/-- The Pauli bound: in a normalised antisymmetric state no orbital has
occupation above one. -/
theorem pauli_bound {ψ : (Fin N → ι) → ℂ} (h : Antisymmetric ψ)
    (hn : Normalised ψ) (p : Fin N) (i : ι) : occupation ψ p i ≤ 1 := by
  rw [occupation_eq_probability h]
  refine le_trans (Finset.sum_le_sum (fun x _ => ?_)) (le_of_eq hn)
  split_ifs
  · exact le_refl _
  · positivity

/-- The occupation of orbital `i` is exactly one if and only if every tuple with
nonzero amplitude contains `i`. -/
theorem occupation_eq_one_iff {ψ : (Fin N → ι) → ℂ} (h : Antisymmetric ψ)
    (hn : Normalised ψ) (p : Fin N) (i : ι) :
    occupation ψ p i = 1 ↔ ∀ x, ψ x ≠ 0 → ∃ k, x k = i := by
  have hle : ∀ x ∈ (Finset.univ : Finset (Fin N → ι)),
      (if ∃ k, x k = i then ‖ψ x‖ ^ 2 else 0) ≤ ‖ψ x‖ ^ 2 := by
    intro x _
    split_ifs
    · exact le_refl _
    · positivity
  have hs := Finset.sum_eq_sum_iff_of_le hle
  rw [show ∑ x, ‖ψ x‖ ^ 2 = 1 from hn] at hs
  rw [occupation_eq_probability h, hs]
  constructor
  · intro H x hx
    by_contra hk
    have h0 := H x (Finset.mem_univ x)
    rw [if_neg hk] at h0
    exact hx (norm_eq_zero.mp (pow_eq_zero_iff (two_ne_zero)|>.mp h0.symm))
  · intro H x _
    by_cases hx : ψ x = 0
    · simp [hx]
    · rw [if_pos (H x hx)]

/-- A normalised antisymmetric state of `N` particles needs at least `N` orbitals. -/
theorem particles_le_orbitals {ψ : (Fin N → ι) → ℂ} (h : Antisymmetric ψ)
    (hn : Normalised ψ) : N ≤ Fintype.card ι := by
  rcases Nat.eq_zero_or_pos N with h0 | hpos
  · omega
  let p : Fin N := ⟨0, hpos⟩
  -- the occupations add up to the particle number
  have htot : ∑ i, occupation ψ p i = N := by
    unfold occupation weight
    rw [← Finset.mul_sum, Finset.sum_comm]
    have h1 : ∀ x : Fin N → ι,
        (∑ i, if x p = i then ‖ψ x‖ ^ 2 else 0) = ‖ψ x‖ ^ 2 := fun x => by simp
    rw [Finset.sum_congr rfl (fun x _ => h1 x), show ∑ x, ‖ψ x‖ ^ 2 = 1 from hn, mul_one]
  have hb : ∑ i, occupation ψ p i ≤ ∑ _i : ι, (1 : ℝ) :=
    Finset.sum_le_sum (fun i _ => pauli_bound h hn p i)
  rw [htot] at hb
  simp only [Finset.sum_const, Finset.card_univ, nsmul_eq_mul, mul_one] at hb
  exact_mod_cast hb

/-- The matrix whose entry `(a, b)` tells whether particle `a` sits in orbital `b`,
for two particles and the first two of three orbitals. -/
def slaterMatrix (x : Fin 2 → Fin 3) : Matrix (Fin 2) (Fin 2) ℂ :=
  Matrix.of fun a b => if x a = (![0, 1] : Fin 2 → Fin 3) b then 1 else 0

/-- The two-particle Slater determinant of the first two of three orbitals. -/
def slaterPair (x : Fin 2 → Fin 3) : ℂ :=
  ((Real.sqrt 2 : ℝ) : ℂ)⁻¹ * (slaterMatrix x).det

/-- The Slater determinant `slaterPair` is antisymmetric and normalised, and its
first orbital has occupation one. -/
theorem pauli_bound_witness :
    Antisymmetric slaterPair ∧ Normalised slaterPair ∧ occupation slaterPair 0 0 = 1 := by
  have ha : Antisymmetric slaterPair := by
    intro σ x
    have e : slaterMatrix (x ∘ σ) = (slaterMatrix x).submatrix σ id := rfl
    unfold slaterPair
    rw [e, Matrix.det_permute]
    ring
  have hn : Normalised slaterPair := by
    have h1 : ∀ x, ‖slaterPair x‖ ^ 2 = 2⁻¹ * ‖(slaterMatrix x).det‖ ^ 2 := by
      intro x
      rw [slaterPair, norm_mul, mul_pow, norm_inv, Complex.norm_real, inv_pow,
        Real.norm_eq_abs, sq_abs, Real.sq_sqrt (by norm_num)]
    unfold Normalised
    rw [Finset.sum_congr rfl (fun x _ => h1 x),
      ← (finTwoArrowEquiv (Fin 3)).symm.sum_comp, Fintype.sum_prod_type]
    simp [Fin.sum_univ_three, slaterMatrix, Matrix.det_fin_two, finTwoArrowEquiv]
    try norm_num
  refine ⟨ha, hn, (occupation_eq_one_iff ha hn 0 0).mpr (fun x hx => ?_)⟩
  by_contra hk
  have h0 : ∀ k, x k ≠ 0 := fun k hk' => hk ⟨k, hk'⟩
  exact hx (by simp [slaterPair, slaterMatrix, Matrix.det_fin_two, h0])

/-- The product state with all particles in orbital `i`. -/
def condensate (N : ℕ) (i : ι) (x : Fin N → ι) : ℂ := if x = fun _ => i then 1 else 0

/-- The condensate is normalised and symmetric under permutations of the particles,
and its orbital has occupation `N`. -/
theorem condensate_occupation (p : Fin N) (i : ι) :
    Normalised (condensate N i) ∧
    (∀ (σ : Equiv.Perm (Fin N)) (x : Fin N → ι),
      condensate N i (x ∘ σ) = condensate N i x) ∧
    occupation (condensate N i) p i = N := by
  refine ⟨?_, fun σ x => ?_, ?_⟩
  · unfold Normalised
    rw [Finset.sum_eq_single (fun _ => i)]
    · simp [condensate]
    · intro x _ hx
      simp [condensate, hx]
    · simp
  · have hiff : (x ∘ σ = fun _ => i) ↔ (x = fun _ => i) := by
      constructor
      · intro h
        funext k
        have hk := congrFun h (σ.symm k)
        simpa using hk
      · intro h
        rw [h]
        rfl
    simp only [condensate, hiff]
  · unfold occupation weight
    rw [Finset.sum_eq_single (fun _ => i)]
    · simp [condensate]
    · intro x _ hx
      simp [condensate, hx]
    · simp

end

end PauliOccupationBound
```

```lean
#print axioms PauliOccupationBound.pauli_bound
#print axioms PauliOccupationBound.particles_le_orbitals
#print axioms PauliOccupationBound.condensate_occupation
```

```
'PauliOccupationBound.pauli_bound' depends on axioms: [propext, Classical.choice, Quot.sound]
'PauliOccupationBound.particles_le_orbitals' depends on axioms: [propext, Classical.choice, Quot.sound]
'PauliOccupationBound.condensate_occupation' depends on axioms: [propext, Classical.choice, Quot.sound]
```

### How the proof follows the derivation

Every theorem about a general `ψ` assumes that it is antisymmetric, also where the docstring does not say so. `pauli_bound`, `occupation_eq_one_iff` and `particles_le_orbitals` assume in addition that it is normalised.

`exchange_sign` and `exclusion` are the first step; the closing `linear_combination` turns $\psi=-\psi$ into $\psi=0$. In `weight_indistinguishable`, the equivalence `e` is the relabelling of tuples, and `Fintype.sum_equiv` changes the summation variable.

The counting is done in `occupation_eq_probability`. There `Finset.sum_comm` exchanges the sums over labels and tuples, and `Finset.sum_eq_single k` keeps the one label `k` sitting in orbital `i`, with `exclusion` removing any other. `pauli_bound` then compares the two sums term by term. `occupation_eq_one_iff` uses the fact that sums ordered term by term are equal only if all their terms are, and `particles_le_orbitals` adds up the occupations.

Two examples test the definitions. `slaterPair` has amplitude $1/\sqrt2$ on $(0,1)$, $-1/\sqrt2$ on $(1,0)$ and zero on the other seven tuples of three orbitals. `pauli_bound_witness` shows that it is antisymmetric and normalised and that orbital 0 has occupation exactly 1. The other example is `condensate`, discussed next.

### Remarks

**Without antisymmetry.** Put both of two particles in orbital $i$, with $\psi(i,i)=1$ and all other amplitudes zero. This state is normalised and symmetric, but its occupation is 2. `condensate_occupation` proves the general version, with occupation $N$. Normalisation matters too: doubling the amplitudes of `slaterPair` raises the occupation of orbital 0 to 4.

**Another model.** One could assign an amplitude $c_S$ to each $N$-element set $S$ of orbitals, with $\sum_S|c_S|^2=1$. Exclusion is then built in, and $n_i=\sum_{S\ni i}|c_S|^2\le1$ is immediate. The work moves to showing that these amplitudes represent antisymmetric functions on tuples, with $|c_S|^2=N!\,|\psi(x)|^2$ for any ordering $x$ of $S$.

**In a calculation.** In a configuration-interaction code with a finite orthonormal spin-orbital basis, $n_i$ is the diagonal element $\gamma_{ii}$ of the one-particle density matrix normalised to trace $N$. It is obtained by adding $|c_S|^2$ over the determinants that contain $i$, and a value above 1 beyond rounding points to an error in normalisation or indexing. For a spatial orbital, summed over both spins, the limit is 2.

**Scope.** The bound is a necessary condition on the diagonal in the chosen basis. It does not say which density matrices come from an antisymmetric state, and the file defines no off-diagonal elements.

**A neighbouring bound.** For $N\ge2$ and $i\ne j$, the same counting over ordered pairs of distinct labels gives

$$N(N-1)\sum_{x:\,x_1=i,\;x_2=j}|\psi(x)|^2\le1.$$

The left side is the probability that $i$ and $j$ are both occupied. This pair version is argued here on paper only.
